# The Bond matrix of an orthogonal change of axes: the square of its determinant is one

The 6×6 Bond matrix carries the six Voigt components of a symmetric 3×3 array, such as the stress tensor, from one set of axes to another. The theorem `det_bond_sq` says that if a real 3×3 matrix `R` satisfies `R * Rᵀ = 1`, the determinant of its Bond matrix has square one; the hypothesis covers reflections as well as rotations. The attempt first sets out to show, entry by entry, that the Bond matrix of the identity is the identity. It then shows that transposing `R` transposes the Bond matrix up to the pair weights, so that `bond R` and `bond Rᵀ` have equal determinants. Since the product of these two matrices is the Bond matrix of `R * Rᵀ`, which is the identity, the square of the determinant is one.

The first attempt, which Lean rejects:

```lean
import Mathlib

open Matrix

namespace VoigtDeterminant

noncomputable section

/-- First axis of each Voigt pair 00, 11, 22, 12, 02, 01 (axes counted from zero). -/
def fst : Fin 6 → Fin 3 := ![0, 1, 2, 1, 0, 0]

/-- Second axis of each Voigt pair 00, 11, 22, 12, 02, 01 (axes counted from zero). -/
def snd : Fin 6 → Fin 3 := ![0, 1, 2, 2, 2, 1]

/-- Number of ordered index pairs that a Voigt index stands for. -/
def weight : Fin 6 → ℝ := ![1, 1, 1, 2, 2, 2]

/-- The coefficient with which the Voigt component `A` of a symmetric array enters the
transformed component `i j`. -/
def bondCoeff (R : Matrix (Fin 3) (Fin 3) ℝ) (i j : Fin 3) (A : Fin 6) : ℝ :=
  weight A / 2 * (R i (fst A) * R j (snd A) + R i (snd A) * R j (fst A))

/-- The 6x6 Bond matrix of a change of axes. -/
def bond (R : Matrix (Fin 3) (Fin 3) ℝ) : Matrix (Fin 6) (Fin 6) ℝ :=
  Matrix.of fun I A => bondCoeff R (fst I) (snd I) A

/-- The transformation of a symmetric array, a sum over nine index pairs, is a sum over
the six Voigt indices. -/
theorem sum_pairs_eq_sum_voigt (R : Matrix (Fin 3) (Fin 3) ℝ) (i j : Fin 3)
    (f : Fin 3 → Fin 3 → ℝ) (hf : ∀ a b, f a b = f b a) :
    ∑ a, ∑ b, R i a * R j b * f a b = ∑ A, bondCoeff R i j A * f (fst A) (snd A) := by
  simp only [Fin.sum_univ_three, Fin.sum_univ_six, bondCoeff]
  rw [hf 1 0, hf 2 0, hf 2 1]
  simp only [fst, snd, weight, Matrix.cons_val]
  ring

/-- The Bond matrix of two successive changes of axes is the product of their Bond
matrices. -/
theorem bond_mul (R S : Matrix (Fin 3) (Fin 3) ℝ) : bond R * bond S = bond (R * S) := by
  ext I B
  simp only [Matrix.mul_apply, bond, Matrix.of_apply]
  refine (sum_pairs_eq_sum_voigt R _ _ (fun a b => bondCoeff S a b B) ?_).symm.trans ?_
  · intro a b
    simp only [bondCoeff]
    ring
  · simp only [bondCoeff, Matrix.mul_apply, Fin.sum_univ_three]
    ring

/-- The Bond matrix of an orthogonal change of axes has determinant of square one. -/
theorem det_bond_sq (R : Matrix (Fin 3) (Fin 3) ℝ) (hR : R * Rᵀ = 1) :
    (bond R).det ^ 2 = 1 := by
  have hone : bond 1 = 1 := by
    ext I J
    fin_cases I <;> fin_cases J <;>
      simp [bond, bondCoeff, fst, snd, weight, Matrix.one_apply]
  -- transposing R transposes the Bond matrix up to the pair weights
  have hT : Matrix.diagonal weight * bond Rᵀ = (bond R)ᵀ * Matrix.diagonal weight := by
    ext A I
    simp only [Matrix.diagonal_mul, Matrix.mul_diagonal, Matrix.transpose_apply, bond,
      bondCoeff, Matrix.of_apply]
    ring
  have hw : (Matrix.diagonal weight).det = 8 := by
    rw [Matrix.det_diagonal, Fin.prod_univ_six]
    simp only [weight, Matrix.cons_val]
    norm_num
  have hd := congrArg Matrix.det hT
  rw [Matrix.det_mul, Matrix.det_mul, Matrix.det_transpose, hw] at hd
  have hp := congrArg Matrix.det (bond_mul R Rᵀ)
  rw [hR, hone, Matrix.det_mul, Matrix.det_one] at hp
  have he : (bond Rᵀ).det = (bond R).det := by linarith
  rw [he] at hp
  rw [pow_two, hp]

end

end VoigtDeterminant
```

The compiler's answer:

```
Main.lean:52:28: error: unsolved goals
case «0».«0»
R : Matrix (Fin 3) (Fin 3) ℝ
hR : R * Rᵀ = 1
⊢ 2⁻¹ * (1 + 1) = 1

case «1».«1»
R : Matrix (Fin 3) (Fin 3) ℝ
hR : R * Rᵀ = 1
⊢ 2⁻¹ * (1 + 1) = 1

case «2».«2»
R : Matrix (Fin 3) (Fin 3) ℝ
hR : R * Rᵀ = 1
⊢ 2⁻¹ * (1 + 1) = 1
```

What went wrong. The error is in `hone`, the claim that `bond 1 = 1`. The proof splits it into 36 entries and runs `simp` on each, and three are left open, the diagonal entries with Voigt index 0, 1 and 2. In each of them the goal has come down to `2⁻¹ * (1 + 1) = 1`, which is true and needs only arithmetic.

These are the pairs 00, 11 and 22, whose two axes coincide. Both products in `bondCoeff` are then 1, and the weight 1 divided by 2 leaves the factor `2⁻¹`. The `simp` call unfolds the definitions and evaluates the entries of the identity matrix, but it stops without working out the remaining sum and product. For the other three diagonal entries the weight is 2 and only one of the products is nonzero, so no such expression arises.

The repair adds `<;> norm_num`, which runs `norm_num` on every goal that `simp` leaves. It evaluates the numbers and closes all three.

Fix (accepted with no message):

```diff
@@ -53,5 +53,5 @@
     ext I J
     fin_cases I <;> fin_cases J <;>
-      simp [bond, bondCoeff, fst, snd, weight, Matrix.one_apply]
+      simp [bond, bondCoeff, fst, snd, weight, Matrix.one_apply] <;> norm_num
   -- transposing R transposes the Bond matrix up to the pair weights
   have hT : Matrix.diagonal weight * bond Rᵀ = (bond R)ᵀ * Matrix.diagonal weight := by
```
